# The trace of $P$ imaginary-time slices on a finite grid is a sum over closed bead paths

Leave out the link from the last bead back to the first, and a path-integral code still runs and its averages still settle. They settle on the wrong quantity: the sum over open chains adds up all the elements of a matrix with one kinetic factor too few, where thermal statistics needs a trace. Weighting the potential at each bead with the full inverse temperature $\beta$ instead of $\beta/P$ is just as quiet, and makes the potential $P$ times too strong.

The physical problem is the thermal average of a position-dependent quantity for a quantum particle with Hamiltonian $T+V$, where $T$ is the kinetic and $V$ the potential energy. For a quantity $A$ this average is $\mathrm{Tr}\,[A\,e^{-\beta(T+V)}]$ divided by the partition function $\mathrm{Tr}\,e^{-\beta(T+V)}$. Path-integral methods approximate the exponential by a product of $P$ slices $e^{-tV}e^{-tT}$ with $t=\beta/P$ and rewrite the trace of this product as a sum over rings of $P$ classical beads. The identity below is that rewriting, for positions on a finite grid.

## The ring-polymer identity

Let $X$ be a finite set of grid points, $V$ a real function on $X$, $K$ a complex matrix indexed by $X$, $t$ a real number and $P\ge 1$. Write $B(x)=e^{-tV(x)}$, and let $D$ be the diagonal matrix with entries $B(x)$. Number the beads $0,\dots,P-1$ and set $x_P=x_0$. Then

$$\mathrm{Tr}\,[(DK)^P]=\sum_{x_0,\dots,x_{P-1}\in X} W(x),\qquad W(x)=\prod_{i=0}^{P-1}B(x_i)\,K(x_i,x_{i+1}).$$

In the application $K$ is the matrix of $e^{-tT}$, not of the kinetic energy itself, and $t$ is an imaginary-time step, often written $\tau$. The identity holds for any complex $K$.

## What a sampler takes from it

A path-integral Monte Carlo or molecular dynamics code samples bead configurations and reports averages over them as quantum thermal averages. For a finite grid and a fixed number of slices, three facts support this.

- The weight separates into $\exp(-t\sum_i V(x_i))$ and a product of kinetic links. With $t=\beta/P$, the potential enters as its bead average at inverse temperature $\beta$.
- A position observable $A$ may be averaged over all beads instead of being read off at bead 0. When $\sum_x W(x)\neq 0$, the normalised average is
$$\langle A\rangle_P=\frac{\mathrm{Tr}\,[A(DK)^P]}{\mathrm{Tr}\,[(DK)^P]}=\frac{\sum_x \big(\tfrac1P\sum_i A(x_i)\big)W(x)}{\sum_x W(x)}.$$
- The symmetric splitting $e^{-tV/2}Ke^{-tV/2}$ has the same trace and therefore the same path sum.

On a small grid both sides of the identity can be evaluated, one by matrix multiplication and the other by enumerating $|X|^P$ paths. A disagreement larger than rounding means that at least one of the two evaluations is wrong, for instance through a missing closing link or a time step that differs between them. A wrong time step used on both sides goes unnoticed.

## From matrix powers to closed paths

Let $S=DK$, so that $S(x,y)=B(x)K(x,y)$.

**Open paths.** For every $n\ge 0$ and every function $F$ of two grid points,

$$\sum_{x_0,\dots,x_n}F(x_0,x_n)\prod_{i=0}^{n-1}S(x_i,x_{i+1})=\sum_{a,b}F(a,b)\,(S^n)(a,b).$$

For $n=0$ the single bead is both endpoints and $S^0$ is the identity matrix, so both sides equal $\sum_a F(a,a)$. For the step from $n$ to $n+1$, fix the first bead at $a$ and call the remaining beads $y_0,\dots,y_n$. The summand becomes

$$F(a,y_n)\,S(a,y_0)\prod_{i=0}^{n-1}S(y_i,y_{i+1}).$$

This is again an open path with $n$ links, whose endpoint function is $(c,b)\mapsto F(a,b)S(a,c)$. The induction hypothesis turns its sum into

$$\sum_{c,b}F(a,b)\,S(a,c)\,(S^n)(c,b)=\sum_b F(a,b)\,(S^{n+1})(a,b),$$

and summing over $a$ completes the step.

**Closing the ring.** Write $P=n+1$ and let $A$ also denote the diagonal matrix with entries $A(x)$. Keeping one slice aside,

$$\mathrm{Tr}\,[A\,S^{n+1}]=\sum_{a,b}A(a)\,(S^n)(a,b)\,S(b,a).$$

The open-path formula with $F(a,b)=A(a)S(b,a)$ gives

$$\mathrm{Tr}\,[A\,S^P]=\sum_x A(x_0)\,S(x_n,x_0)\prod_{i=0}^{n-1}S(x_i,x_{i+1})=\sum_x A(x_0)\,W(x).$$

Setting $A=1$ gives the identity for the trace.

**Separating the potential.** Since $\prod_i e^{-tV(x_i)}=e^{-t\sum_i V(x_i)}$,

$$W(x)=e^{-t\sum_i V(x_i)}\prod_i K(x_i,x_{i+1}).$$

**Averaging over beads.** Take bead indices modulo $P$ and put $x'_j=x_{j+k}$. The factors of $W(x')$ are those of $W(x)$ in another order, so $W(x')=W(x)$. The map $x\mapsto x'$ is a bijection on closed paths and $x'_0=x_k$. Hence

$$\sum_x A(x_k)W(x)=\sum_x A(x'_0)W(x')=\sum_x A(x_0)W(x)$$

for each $k$. Adding the $P$ equal sums and dividing by $P$ replaces $A(x_0)$ by the bead average.

**Symmetric slices.** For square matrices $C$ and $E$ and $m\ge 0$, regrouping the factors and using the cyclic property of the trace gives

$$\mathrm{Tr}\,[(CE)^{m+1}]=\mathrm{Tr}\,[C(EC)^mE]=\mathrm{Tr}\,[(EC)^{m+1}].$$

Let $H$ be the diagonal matrix with entries $e^{-tV(x)/2}$, so that $H^2=D$. With $C=HK$ and $E=H$,

$$\mathrm{Tr}\,[(HKH)^P]=\mathrm{Tr}\,[(H^2K)^P]=\mathrm{Tr}\,[(DK)^P].$$

## The Lean source

```lean
import Mathlib

open Matrix

namespace PathIntegralTrace

noncomputable section

variable {X : Type*} [Fintype X] [DecidableEq X]

/-- The Boltzmann factor `exp(-t V(x))` of the potential at the grid point `x`,
as a complex number. -/
def boltzmann (t : ℝ) (V : X → ℝ) (x : X) : ℂ :=
  ((Real.exp (-(t * V x)) : ℝ) : ℂ)

/-- One imaginary-time slice: the diagonal matrix `exp(-tV)` times the kinetic kernel `K`. -/
def slice (t : ℝ) (V : X → ℝ) (K : Matrix X X ℂ) : Matrix X X ℂ :=
  diagonal (boltzmann t V) * K

/-- The symmetric slice `exp(-tV/2) K exp(-tV/2)`. -/
def symmetricSlice (t : ℝ) (V : X → ℝ) (K : Matrix X X ℂ) : Matrix X X ℂ :=
  diagonal (boltzmann (t / 2) V) * K * diagonal (boltzmann (t / 2) V)

/-- The weight of a closed path of `P ≥ 1` beads: the product of
`exp(-t V(x_i)) K(x_i, x_{i+1})`, where the index `i + 1` is cyclic. -/
def pathWeight {P : ℕ} [NeZero P] (t : ℝ) (V : X → ℝ) (K : Matrix X X ℂ)
    (x : Fin P → X) : ℂ :=
  ∏ i, boltzmann t V (x i) * K (x i) (x (i + 1))

omit [DecidableEq X] in
/-- A sum over paths is a sum over the first bead and over the path of the remaining beads. -/
theorem sum_first_bead (n : ℕ) (G : (Fin (n + 1) → X) → ℂ) :
    ∑ x, G x = ∑ a : X, ∑ y : Fin n → X, G (Fin.cons a y : Fin (n + 1) → X) := by
  let e : X × (Fin n → X) ≃ (Fin (n + 1) → X) :=
    { toFun := fun p => (Fin.cons p.1 p.2 : Fin (n + 1) → X)
      invFun := fun x => (x 0, fun i => x i.succ)
      left_inv := fun p => by simp
      right_inv := fun x => Fin.cons_self_tail x }
  rw [← Equiv.sum_comp e G, Fintype.sum_prod_type]
  rfl

/-- Summing the product of `n` links `M` over all open paths, with any function `F` of the two
endpoints, gives the sum of `F` against the entries of `M ^ n`. -/
theorem sum_open_paths (M : Matrix X X ℂ) (n : ℕ) : ∀ F : X → X → ℂ,
    ∑ x : Fin (n + 1) → X,
      F (x 0) (x (Fin.last n)) * ∏ i : Fin n, M (x i.castSucc) (x i.succ)
    = ∑ a, ∑ b, F a b * (M ^ n) a b := by
  induction n with
  | zero =>
    intro F
    rw [sum_first_bead]
    simp [Matrix.one_apply]
  | succ n ih =>
    intro F
    rw [sum_first_bead]
    refine Finset.sum_congr rfl fun a _ => ?_
    -- the first link is absorbed into the endpoint function of the shorter path
    calc _ = ∑ y : Fin (n + 1) → X, (F a (y (Fin.last n)) * M a (y 0)) *
              ∏ i : Fin n, M (y i.castSucc) (y i.succ) := by
            refine Finset.sum_congr rfl fun y _ => ?_
            rw [Fin.prod_univ_succ, ← Fin.succ_last]
            simp only [Fin.castSucc_zero, ← Fin.succ_castSucc, Fin.cons_zero, Fin.cons_succ]
            ring
      _ = ∑ c, ∑ b, (F a b * M a c) * (M ^ n) c b := ih (fun c b => F a b * M a c)
      _ = ∑ b, F a b * (M ^ (n + 1)) a b := by
            rw [Finset.sum_comm]
            refine Finset.sum_congr rfl fun b _ => ?_
            rw [pow_succ', Matrix.mul_apply, Finset.mul_sum]
            exact Finset.sum_congr rfl fun c _ => by ring

/-- The trace of a position observable `A` times `P ≥ 1` slices is the sum over closed paths of
the path weight times the value of `A` at the first bead. -/
theorem trace_observable (P : ℕ) [NeZero P] (t : ℝ) (V : X → ℝ) (K : Matrix X X ℂ)
    (A : X → ℂ) :
    trace (diagonal A * slice t V K ^ P)
      = ∑ x : Fin P → X, A (x 0) * pathWeight t V K x := by
  obtain ⟨n, rfl⟩ := Nat.exists_eq_succ_of_ne_zero (NeZero.ne P)
  have hM : ∀ a b, slice t V K a b = boltzmann t V a * K a b := fun a b => by
    rw [slice, Matrix.diagonal_mul]
  have hs : ∀ i : Fin n, i.castSucc + 1 = i.succ := fun i => by simp
  have hl : Fin.last n + 1 = 0 := by simp
  -- one slice is kept aside to close the path
  have hL : trace (diagonal A * slice t V K ^ (n + 1))
      = ∑ a, ∑ b, (A a * slice t V K b a) * (slice t V K ^ n) a b := by
    rw [pow_succ, Matrix.trace]
    refine Finset.sum_congr rfl fun a _ => ?_
    rw [Matrix.diag_apply, Matrix.diagonal_mul, Matrix.mul_apply, Finset.mul_sum]
    exact Finset.sum_congr rfl fun b _ => by ring
  refine hL.trans ((sum_open_paths (slice t V K) n
    (fun a b => A a * slice t V K b a)).symm.trans ?_)
  refine Finset.sum_congr rfl fun x _ => ?_
  have hW : pathWeight t V K x
      = (∏ i : Fin n, slice t V K (x i.castSucc) (x i.succ))
        * slice t V K (x (Fin.last n)) (x 0) := by
    rw [pathWeight, Fin.prod_univ_castSucc]
    simp only [hs, hl, hM]
  simp only [hW]
  ring

/-- The trace of `(exp(-tV) K) ^ P`, for `P ≥ 1`, is the sum of the path weights over all closed
paths of `P` beads on the grid. -/
theorem trace_eq_sum_closed_paths (P : ℕ) [NeZero P] (t : ℝ) (V : X → ℝ)
    (K : Matrix X X ℂ) :
    trace ((diagonal (boltzmann t V) * K) ^ P)
      = ∑ x : Fin P → X, ∏ i, boltzmann t V (x i) * K (x i) (x (i + 1)) := by
  have h := trace_observable P t V K (fun _ => 1)
  simp only [Matrix.diagonal_one, one_mul] at h
  exact h

omit [Fintype X] [DecidableEq X] in
/-- The path weight is the Boltzmann factor of the potential summed over the beads, times the
product of the kinetic links. -/
theorem pathWeight_eq_exp_mul {P : ℕ} [NeZero P] (t : ℝ) (V : X → ℝ) (K : Matrix X X ℂ)
    (x : Fin P → X) :
    pathWeight t V K x
      = ((Real.exp (-(t * ∑ i, V (x i))) : ℝ) : ℂ) * ∏ i, K (x i) (x (i + 1)) := by
  simp only [pathWeight, boltzmann]
  rw [Finset.prod_mul_distrib, ← Complex.ofReal_prod, ← Real.exp_sum,
    Finset.sum_neg_distrib, Finset.mul_sum]

omit [Fintype X] [DecidableEq X] in
/-- The path weight is unchanged when the beads are relabelled cyclically by `k` places. -/
theorem pathWeight_rotate {P : ℕ} [NeZero P] (t : ℝ) (V : X → ℝ) (K : Matrix X X ℂ)
    (x : Fin P → X) (k : Fin P) :
    pathWeight t V K (fun j => x (j + k)) = pathWeight t V K x := by
  unfold pathWeight
  refine Fintype.prod_equiv (Equiv.addRight k) _ _ fun j => ?_
  simp only [Equiv.coe_addRight, add_right_comm j 1 k]

/-- The trace of a position observable `A` times `P ≥ 1` slices is the sum over closed paths of
the path weight times the average of `A` over the beads. -/
theorem trace_observable_bead_average (P : ℕ) [NeZero P] (t : ℝ) (V : X → ℝ)
    (K : Matrix X X ℂ) (A : X → ℂ) :
    trace (diagonal A * slice t V K ^ P)
      = ∑ x : Fin P → X, ((∑ i, A (x i)) / P) * pathWeight t V K x := by
  -- every bead gives the same sum as the first one
  have hk : ∀ k : Fin P, ∑ x : Fin P → X, A (x k) * pathWeight t V K x
      = trace (diagonal A * slice t V K ^ P) := fun k => by
    rw [trace_observable]
    refine Fintype.sum_equiv ((Equiv.addRight k).symm.arrowCongr (Equiv.refl X)) _ _
      fun x => ?_
    change A (x k) * pathWeight t V K x
      = A (x (0 + k)) * pathWeight t V K (fun j => x (j + k))
    rw [zero_add, pathWeight_rotate]
  have hP : (P : ℂ) ≠ 0 := Nat.cast_ne_zero.mpr (NeZero.ne P)
  have hsum : ∑ x : Fin P → X, (∑ i, A (x i)) * pathWeight t V K x
      = P * trace (diagonal A * slice t V K ^ P) := by
    simp only [Finset.sum_mul]
    rw [Finset.sum_comm, Finset.sum_congr rfl (fun k _ => hk k), Finset.sum_const,
      Finset.card_univ, Fintype.card_fin, nsmul_eq_mul]
  rw [← mul_div_cancel_left₀ (trace (diagonal A * slice t V K ^ P)) hP, ← hsum,
    Finset.sum_div]
  exact Finset.sum_congr rfl fun x _ => by ring

/-- The trace of a power of a product of two matrices does not depend on their order. -/
theorem trace_pow_mul_comm (A B : Matrix X X ℂ) (n : ℕ) :
    trace ((A * B) ^ n) = trace ((B * A) ^ n) := by
  cases n with
  | zero => simp
  | succ n =>
    have hc : SemiconjBy A (B * A) (A * B) := (mul_assoc A B A).symm
    have h : A * (B * A) ^ n = (A * B) ^ n * A := (hc.pow_right n).eq
    calc trace ((A * B) ^ (n + 1)) = trace ((A * B) ^ n * A * B) := by
            rw [pow_succ, mul_assoc]
      _ = trace (A * (B * A) ^ n * B) := by rw [h]
      _ = trace ((B * A) ^ (n + 1)) := by
            rw [Matrix.trace_mul_comm, ← mul_assoc, pow_succ']

/-- The trace of `P ≥ 1` symmetric slices `exp(-tV/2) K exp(-tV/2)` is the sum of the path weights
over closed paths. -/
theorem trace_symmetricSlice (P : ℕ) [NeZero P] (t : ℝ) (V : X → ℝ) (K : Matrix X X ℂ) :
    trace (symmetricSlice t V K ^ P) = ∑ x : Fin P → X, pathWeight t V K x := by
  -- two half steps in the potential make one full step
  have hb : ∀ x, boltzmann (t / 2) V x * boltzmann (t / 2) V x = boltzmann t V x := by
    intro x
    have e : -(t / 2 * V x) + -(t / 2 * V x) = -(t * V x) := by ring
    simp only [boltzmann]
    rw [← Complex.ofReal_mul, ← Real.exp_add, e]
  rw [symmetricSlice, trace_pow_mul_comm, ← mul_assoc, Matrix.diagonal_mul_diagonal]
  simp only [hb]
  exact trace_eq_sum_closed_paths P t V K

end

end PathIntegralTrace
```

```lean
#print axioms PathIntegralTrace.trace_eq_sum_closed_paths
#print axioms PathIntegralTrace.pathWeight_eq_exp_mul
#print axioms PathIntegralTrace.trace_observable_bead_average
#print axioms PathIntegralTrace.trace_symmetricSlice
```

```
'PathIntegralTrace.trace_eq_sum_closed_paths' depends on axioms: [propext, Classical.choice, Quot.sound]
'PathIntegralTrace.pathWeight_eq_exp_mul' depends on axioms: [propext, Classical.choice, Quot.sound]
'PathIntegralTrace.trace_observable_bead_average' depends on axioms: [propext, Classical.choice, Quot.sound]
'PathIntegralTrace.trace_symmetricSlice' depends on axioms: [propext, Classical.choice, Quot.sound]
```

## Reading the statements as physics

The type `X` is the finite grid. Its elements carry no geometry, so one element may equally be a joint configuration of several distinguishable particles. `boltzmann t V x` is $B(x)$, a real exponential regarded as a complex number, and `slice t V K` is the matrix product $DK$. In `K (x i) (x (i + 1))` the row is the current bead and the column is the next one.

A path is a function `x : Fin P → X`. Addition in `Fin P` is cyclic, so `i + 1` at the last bead is bead 0, and no separate closure condition is needed. For $P=1$ the only link is the diagonal element $K(x_0,x_0)$. The condition $P\ge 1$ appears as `[NeZero P]`. With no slices the trace would be the number of grid points, while there is exactly one empty path, of weight 1; the two agree only on a one-point grid.

`trace_eq_sum_closed_paths` is the main identity, with the matrix product and the path weight written out in full. `trace_observable` inserts a complex position observable read at bead 0, and `trace_observable_bead_average` replaces that reading by the bead average. Both concern unnormalised traces; the ratio $\langle A\rangle_P$ follows on dividing by the main identity. `pathWeight_eq_exp_mul` separates the potential from the links, and `trace_symmetricSlice` treats the symmetric splitting.

## How the lemmas carry the argument

`sum_first_bead` splits a path into its first bead and the rest, through an explicit bijection built with `Fin.cons`. `sum_open_paths` is the induction above. The function `F` is quantified inside the induction, which allows the hypothesis `ih` to be applied to the new endpoint function that has absorbed the first link. The three steps of its `calc` block are the splitting of the product, the use of the hypothesis and the reassembly of $S^{n+1}$.

In `trace_observable`, `hL` is the trace with one slice kept aside. The facts `hs` and `hl` say that adding one moves an earlier bead to its successor and the last bead to bead 0. With them, `hW` splits the closed weight into an open product and the closing link. The main theorem is the case where `A` is the constant 1.

`pathWeight_rotate` reindexes the product by the shift `Equiv.addRight k`. In the bead-average theorem, `hk` shows that every bead gives the same sum, `hsum` adds these sums, and the last lines divide by $P$. `trace_pow_mul_comm` obtains the regrouping $C(EC)^m=(CE)^mC$ from `SemiconjBy`, and `hb` combines two half steps in the potential into one full step.

## Exact at fixed $P$, silent on the Trotter error

For every finite grid and every $P\ge 1$ the path sum equals the trace of the sliced product, with no error term. If a ring polymer is correctly sampled on the same grid, with the same $K$, $V$ and $t$, a discrepancy between its position average and the ratio of sliced traces $\langle A\rangle_P$ is therefore statistical or due to rounding, never a defect of the path representation.

Two steps between this model and a quantum particle in continuous space are left open. One is the representation of position and kinetic energy on a finite grid. The other is the replacement of $e^{-\beta(T+V)}$ by the product of slices. When $T$ and $V$ do not commute, this replacement generally introduces an error at finite $P$. The theorems give neither a bound nor a limit for either error. A code still needs a convergence study in the number of beads.

The setting also has these restrictions:

- Positions are discrete. The usual ring polymer, with Gaussian links that act as harmonic springs, has beads in continuous space and an integral in place of the sum; that case is not covered.
- Weights may be negative or complex, because `K` is arbitrary. They can be sampled directly as unnormalised probabilities only if they are non-negative and not all zero; real non-negative entries of `K` ensure the first condition.
- Observables are functions of position. Momentum-dependent quantities need other estimators, and for symmetric slices only the trace without an observable is proved.
- With $K=e^{-tT}$ on joint configurations of labelled particles, paths close on themselves without permuting the particles, so exchange of identical particles is absent.
- Nothing is said about the dynamics or thermostat that generates the samples, or about floating-point evaluation.
